# The three-dimensional free electron gas in a Zeeman field at zero temperature has one equilibrium polarisation, which equals 1 exactly from h = (5/6) 2^(2/3) a upwards

Put a three-dimensional gas of non-interacting electrons, at fixed density and zero temperature, in a magnetic field that couples only to the spins. The field favours one spin direction, but moving electrons into that spin species fills higher momentum states and costs kinetic energy. How far does the polarisation go, is the answer unique, and at what field is the last minority spin turned over?

Let n₊ be the density of the spin species favoured when h > 0 and n₋ that of the other, and let z = (n₊ − n₋)/(n₊ + n₋), so that −1 ≤ z ≤ 1. The energy per electron is

E(z) = a((1+z)^(5/3) + (1−z)^(5/3))/2 − hz.

Here a > 0 is the kinetic energy per electron of the unpolarised gas, which is 3/5 of its Fermi energy, and h is the Zeeman energy of one spin, half the splitting between the two spin directions. A negative h stands for the reversed field, which favours the other species. For every real h, E has exactly one minimiser ζ(h) on [−1, 1]. The function ζ is nondecreasing, and

ζ(h) = 1 exactly when h ≥ hₛ, where hₛ = (5/6) 2^(2/3) a ≈ 1.323 a.

## Finding the polarisation numerically

A code that computes the spin polarisation of a uniform gas at fixed density can be checked against this result with exchange and correlation switched off, provided that it works at zero temperature, without smearing of the occupations, and is converged to the infinite gas. In that non-interacting limit a minimiser over z should reach the same point from any starting value, and the polarisation should reach 1 at hₛ and stay there.

The result also tells a root finder when to run. Define the restoring field

m(z) = (5a/6)((1+z)^(2/3) − (1−z)^(2/3)),

which is half the difference between the kinetic Fermi energies of the two spin species, each measured from the bottom of its own spin band. For −hₛ ≤ h ≤ hₛ, the equilibrium polarisation is the solution of m(z) = h, and [−1, 1] brackets it. For |h| > hₛ there is no solution in the interval, and the code has to return the endpoint with the sign of h.

## From a tangent bound to the saturation field

**Tangents to the kinetic energy.** For x, y ≥ 0 with x ≠ y,

y^(5/3) > x^(5/3) + (5/3) x^(2/3) (y − x).

Write x = u³ and y = v³ with u, v ≥ 0. Three times the left side minus three times the right side is

3v⁵ − 5u²v³ + 2u⁵ = (v − u)² (3v³ + 6uv² + 4u²v + 2u³).

The square is positive because u ≠ v. The second factor is positive because u and v are nonnegative and not both zero.

**Tangents to the total energy.** Take two different polarisations z and w in [−1, 1]. Use the bound once with x = 1+z, y = 1+w and once with x = 1−z, y = 1−w. Adding the two, multiplying by a/2 and subtracting hw gives

E(w) > E(z) + (m(z) − h)(w − z).

**A sufficient condition.** Suppose that (m(z) − h)(w − z) ≥ 0 for every w in [−1, 1]. Then E(w) > E(z) for every w ≠ z, so z is the only minimiser.

**A point that meets it.** At the endpoints m(1) = hₛ and m(−1) = −hₛ. There are three cases.

- If h ≥ hₛ, take z = 1. Both m(1) − h and w − 1 are ≤ 0, so their product is ≥ 0.
- If h ≤ −hₛ, take z = −1. Both factors are ≥ 0.
- If −hₛ < h < hₛ, continuity of m gives a z with m(z) = h, and the product is zero.

Every field therefore has exactly one minimiser. In the third case it satisfies m(z) = h, and the endpoint values show that this balance also holds at h = ±hₛ.

**Monotonicity.** Let h₁ < h₂ have minimisers z₁ and z₂. Each has at most the energy of the other in its own field. When these two inequalities are added, the kinetic terms cancel and

(h₂ − h₁)(z₂ − z₁) ≥ 0

remains, so z₁ ≤ z₂. If both fields lie in [−hₛ, hₛ], equality would give h₁ = m(z₁) = m(z₂) = h₂, a contradiction. The increase is then strict.

**Saturation.** The first case shows that ζ(h) = 1 for h ≥ hₛ. Conversely, let ζ(h) = 1 and suppose h < hₛ. If h ≤ −hₛ, the minimiser is −1, not 1. Otherwise balance gives h = m(1) = hₛ. Both are contradictions.

## The Lean file

```lean
import Mathlib

open Set

namespace FreeGasZeeman

noncomputable section

/-- Energy per electron of a free electron gas with spin polarisation `z` in a Zeeman field `h`; `a`
is the kinetic energy per electron of the unpolarised gas. -/
def zeemanEnergy (a h z : ℝ) : ℝ :=
  a * ((1 + z) ^ (5 / 3 : ℝ) + (1 - z) ^ (5 / 3 : ℝ)) / 2 - h * z

/-- The kinetic restoring field, proportional to the difference of the `2/3` powers
of the two spin densities. -/
def restoringField (a z : ℝ) : ℝ :=
  5 / 6 * a * ((1 + z) ^ (2 / 3 : ℝ) - (1 - z) ^ (2 / 3 : ℝ))

/-- The saturation field `(5/6) 2^(2/3) a`. -/
def saturationField (a : ℝ) : ℝ := 5 / 6 * 2 ^ (2 / 3 : ℝ) * a

/-- The polarisation `z` minimises the Zeeman energy over all polarisations in `[-1, 1]`. -/
def IsEquilibrium (a h z : ℝ) : Prop :=
  z ∈ Icc (-1 : ℝ) 1 ∧ ∀ w ∈ Icc (-1 : ℝ) 1, zeemanEnergy a h z ≤ zeemanEnergy a h w

/-- The kinetic energy density `x^(5/3)` of one spin species lies strictly above each of its
tangents, except at the point of contact. -/
theorem kinetic_gt_tangent {x y : ℝ} (hx : 0 ≤ x) (hy : 0 ≤ y) (hne : x ≠ y) :
    x ^ (5 / 3 : ℝ) + 5 / 3 * x ^ (2 / 3 : ℝ) * (y - x) < y ^ (5 / 3 : ℝ) := by
  -- the same inequality for the cube roots is a polynomial one
  have poly : ∀ u v : ℝ, 0 ≤ u → 0 ≤ v → u ≠ v →
      u ^ 5 + 5 / 3 * u ^ 2 * (v ^ 3 - u ^ 3) < v ^ 5 := by
    intro u v hu hv huv
    have hQ : 0 < 3 * v ^ 3 + 6 * u * v ^ 2 + 4 * u ^ 2 * v + 2 * u ^ 3 := by
      rcases lt_or_gt_of_ne huv with h | h
      · have hv' : 0 < v := lt_of_le_of_lt hu h
        positivity
      · have hu' : 0 < u := lt_of_le_of_lt hv h
        positivity
    have hs : 0 < (v - u) ^ 2 :=
      lt_of_le_of_ne (sq_nonneg _) (Ne.symm (pow_ne_zero 2 (sub_ne_zero.mpr huv.symm)))
    nlinarith [mul_pos hs hQ]
  have key : ∀ t : ℝ, 0 ≤ t → t ^ (5 / 3 : ℝ) = (t ^ (1 / 3 : ℝ)) ^ 5 ∧
      t ^ (2 / 3 : ℝ) = (t ^ (1 / 3 : ℝ)) ^ 2 ∧ (t ^ (1 / 3 : ℝ)) ^ 3 = t := by
    intro t ht
    refine ⟨?_, ?_, ?_⟩ <;> rw [← Real.rpow_natCast, ← Real.rpow_mul ht] <;> norm_num
  obtain ⟨hx5, hx2, hx3⟩ := key x hx
  obtain ⟨hy5, -, hy3⟩ := key y hy
  have hroot : x ^ (1 / 3 : ℝ) ≠ y ^ (1 / 3 : ℝ) := by
    intro h
    apply hne
    rw [← hx3, ← hy3, h]
  have h := poly _ _ (Real.rpow_nonneg hx (1 / 3)) (Real.rpow_nonneg hy (1 / 3)) hroot
  rw [hx3, hy3, ← hx5, ← hx2, ← hy5] at h
  exact h

/-- Away from the point of contact, the Zeeman energy lies strictly above its tangent, whose slope
is the restoring field minus the applied field. -/
theorem energy_gt_tangent {a z w : ℝ} (ha : 0 < a) (h : ℝ) (hz : z ∈ Icc (-1 : ℝ) 1)
    (hw : w ∈ Icc (-1 : ℝ) 1) (hne : z ≠ w) :
    zeemanEnergy a h z + (restoringField a z - h) * (w - z) < zeemanEnergy a h w := by
  have h1 := kinetic_gt_tangent (x := 1 + z) (y := 1 + w) (by linarith [hz.1])
    (by linarith [hw.1]) (fun e => hne (by linarith))
  have h2 := kinetic_gt_tangent (x := 1 - z) (y := 1 - w) (by linarith [hz.2])
    (by linarith [hw.2]) (fun e => hne (by linarith))
  have h3 := mul_lt_mul_of_pos_left (add_lt_add h1 h2) ha
  unfold zeemanEnergy restoringField
  nlinarith [h3]

/-- If no admissible change of polarisation lowers the energy to first order at `z`, then
`z` is the one and only equilibrium polarisation. -/
theorem equilibrium_iff_of_variational {a h z : ℝ} (ha : 0 < a) (hz : z ∈ Icc (-1 : ℝ) 1)
    (hv : ∀ w ∈ Icc (-1 : ℝ) 1, 0 ≤ (restoringField a z - h) * (w - z)) (y : ℝ) :
    IsEquilibrium a h y ↔ y = z := by
  constructor
  · intro hy
    by_contra hne
    have h1 := energy_gt_tangent ha h hz hy.1 (Ne.symm hne)
    have h2 := hy.2 z hz
    have h3 := hv y hy.1
    linarith
  · intro hyz
    rw [hyz]
    refine ⟨hz, fun w hw => ?_⟩
    by_cases hne : z = w
    · rw [hne]
    · have h1 := energy_gt_tangent ha h hz hw hne
      have h3 := hv w hw
      linarith

/-- The restoring field at full polarisation, up or down, is plus or minus the saturation
field. -/
theorem restoringField_endpoints (a : ℝ) :
    restoringField a 1 = saturationField a ∧ restoringField a (-1) = -saturationField a := by
  have h0 : (0 : ℝ) ^ (2 / 3 : ℝ) = 0 := Real.zero_rpow (by norm_num)
  unfold restoringField saturationField
  constructor
  · rw [show (1 : ℝ) + 1 = 2 by norm_num, show (1 : ℝ) - 1 = 0 by norm_num, h0]
    ring
  · rw [show (1 : ℝ) + -1 = 0 by norm_num, show (1 : ℝ) - -1 = 2 by norm_num, h0]
    ring

/-- Up to saturation in either direction, a polarisation is the equilibrium one exactly
when its restoring field balances the applied field. -/
theorem equilibrium_iff_balance {a h : ℝ} (ha : 0 < a)
    (hh : h ∈ Icc (-saturationField a) (saturationField a)) (z : ℝ) :
    IsEquilibrium a h z ↔ z ∈ Icc (-1 : ℝ) 1 ∧ restoringField a z = h := by
  have hbal : ∀ y ∈ Icc (-1 : ℝ) 1, restoringField a y = h →
      ∀ x, IsEquilibrium a h x ↔ x = y := fun y hy e =>
    equilibrium_iff_of_variational ha hy (fun w _ => by rw [e]; simp)
  constructor
  · intro hz
    -- a balanced polarisation exists by continuity, and equilibrium is unique
    have hc : Continuous (restoringField a) := by
      unfold restoringField
      exact continuous_const.mul
        (((by fun_prop : Continuous fun z : ℝ => 1 + z).rpow_const
          (fun _ => Or.inr (by norm_num))).sub
        ((by fun_prop : Continuous fun z : ℝ => 1 - z).rpow_const
          (fun _ => Or.inr (by norm_num))))
    have hivt := intermediate_value_Icc (by norm_num : (-1 : ℝ) ≤ 1) hc.continuousOn
    rw [(restoringField_endpoints a).1, (restoringField_endpoints a).2] at hivt
    obtain ⟨y, hy, e⟩ := hivt hh
    have hzy := (hbal y hy e z).1 hz
    rw [hzy]
    exact ⟨hy, e⟩
  · rintro ⟨hz, e⟩
    exact (hbal z hz e z).2 rfl

/-- Increasing the signed field `h` never lowers the equilibrium polarisation. -/
theorem equilibrium_mono {a h₁ h₂ z₁ z₂ : ℝ} (hh : h₁ < h₂)
    (e₁ : IsEquilibrium a h₁ z₁) (e₂ : IsEquilibrium a h₂ z₂) : z₁ ≤ z₂ := by
  by_contra hlt
  have hlt' : z₂ < z₁ := lt_of_not_ge hlt
  have A := e₁.2 z₂ e₂.1
  have B := e₂.2 z₁ e₁.1
  unfold zeemanEnergy at A B
  nlinarith [mul_pos (sub_pos.2 hh) (sub_pos.2 hlt')]

/-- Between the two saturation fields the equilibrium polarisation strictly increases with
the field. -/
theorem equilibrium_strictMono {a h₁ h₂ z₁ z₂ : ℝ} (ha : 0 < a)
    (hl : -saturationField a ≤ h₁) (hh : h₁ < h₂) (hu : h₂ ≤ saturationField a)
    (e₁ : IsEquilibrium a h₁ z₁) (e₂ : IsEquilibrium a h₂ z₂) : z₁ < z₂ := by
  refine lt_of_le_of_ne (equilibrium_mono hh e₁ e₂) (fun e => ?_)
  have b₁ := ((equilibrium_iff_balance ha ⟨hl, by linarith⟩ z₁).1 e₁).2
  have b₂ := ((equilibrium_iff_balance ha ⟨by linarith, hu⟩ z₂).1 e₂).2
  rw [e] at b₁
  linarith

/-- For every field `h` the free gas has exactly one equilibrium polarisation `ζ h`; it is
nondecreasing in `h` and equals `1` exactly when `h ≥ (5/6) 2^(2/3) a`. -/
theorem zeeman_polarisation {a : ℝ} (ha : 0 < a) :
    ∃ ζ : ℝ → ℝ, (∀ h z, IsEquilibrium a h z ↔ z = ζ h) ∧ Monotone ζ ∧
      ∀ h, ζ h = 1 ↔ 5 / 6 * 2 ^ (2 / 3 : ℝ) * a ≤ h := by
  obtain ⟨hp, hm⟩ := restoringField_endpoints a
  -- beyond saturation the minimiser sits at an endpoint
  have up : ∀ h, saturationField a ≤ h → ∀ z, IsEquilibrium a h z ↔ z = 1 := fun h hh =>
    equilibrium_iff_of_variational ha (by norm_num) (fun w hw => by
      rw [hp]
      nlinarith [mul_nonneg (sub_nonneg.2 hh) (sub_nonneg.2 hw.2)])
  have down : ∀ h, h ≤ -saturationField a → ∀ z, IsEquilibrium a h z ↔ z = -1 :=
    fun h hh => equilibrium_iff_of_variational ha (by norm_num) (fun w hw => by
      rw [hm]
      nlinarith [mul_nonneg (sub_nonneg.2 hh) (sub_nonneg.2 hw.1)])
  have ex : ∀ h, ∃ y, ∀ z, IsEquilibrium a h z ↔ z = y := by
    intro h
    by_cases h1 : saturationField a ≤ h
    · exact ⟨1, up h h1⟩
    by_cases h2 : h ≤ -saturationField a
    · exact ⟨-1, down h h2⟩
    have hc : Continuous (restoringField a) := by
      unfold restoringField
      exact continuous_const.mul
        (((by fun_prop : Continuous fun z : ℝ => 1 + z).rpow_const
          (fun _ => Or.inr (by norm_num))).sub
        ((by fun_prop : Continuous fun z : ℝ => 1 - z).rpow_const
          (fun _ => Or.inr (by norm_num))))
    have hivt := intermediate_value_Icc (by norm_num : (-1 : ℝ) ≤ 1) hc.continuousOn
    rw [hp, hm] at hivt
    obtain ⟨y, hy, e⟩ := hivt ⟨(lt_of_not_ge h2).le, (lt_of_not_ge h1).le⟩
    exact ⟨y, equilibrium_iff_of_variational ha hy (fun w _ => by rw [e]; simp)⟩
  choose ζ hζ using ex
  refine ⟨ζ, hζ, ?_, fun h => ⟨fun h1 => ?_, fun hh => ?_⟩⟩
  · intro h₁ h₂ hh
    rcases hh.eq_or_lt with e | hlt
    · rw [e]
    · exact equilibrium_mono hlt ((hζ h₁ _).2 rfl) ((hζ h₂ _).2 rfl)
  · -- polarisation `1` below the saturation field contradicts `down` or the balance of fields
    change saturationField a ≤ h
    have e1 : IsEquilibrium a h 1 := (hζ h 1).2 h1.symm
    by_contra hlt
    by_cases h2 : h ≤ -saturationField a
    · have h3 := (down h h2 1).1 e1
      norm_num at h3
    · have b := ((equilibrium_iff_balance ha
        ⟨(lt_of_not_ge h2).le, (lt_of_not_ge hlt).le⟩ 1).1 e1).2
      rw [hp] at b
      exact hlt b.le
  · exact (up h hh (ζ h)).1 ((hζ h _).2 rfl)

end

end FreeGasZeeman
```

```lean
#print axioms FreeGasZeeman.equilibrium_strictMono
-- 'FreeGasZeeman.equilibrium_strictMono' depends on axioms: [propext, Classical.choice, Quot.sound]
#print axioms FreeGasZeeman.zeeman_polarisation
-- 'FreeGasZeeman.zeeman_polarisation' depends on axioms: [propext, Classical.choice, Quot.sound]
```

## What the theorems say about the gas

`zeemanEnergy a h z` is E(z), `restoringField a z` is m(z) and `saturationField a` is hₛ. All arguments are real numbers, and the energy unit is left open. The predicate `IsEquilibrium a h z` says that z lies in `Icc (-1 : ℝ) 1`, the closed interval, and that no w in that interval has lower energy. Equilibrium thus means a global minimum over admissible polarisations, and not merely a stationary point.

The final theorem, `zeeman_polarisation`, assumes only `0 < a`: polarising the gas costs kinetic energy. It provides a function `ζ` on all real fields. The clause `IsEquilibrium a h z ↔ z = ζ h` says that ζ(h) is a minimiser and that there is no other. `Monotone ζ` means nondecreasing, and the last clause is the saturation criterion. Saturation at −1 is not part of this statement, although `equilibrium_iff_of_variational` yields it as in the second case above.

Two further theorems describe the range between the saturation fields. `equilibrium_iff_balance` makes equilibrium equivalent to m(z) = h there, endpoints included, and `equilibrium_strictMono` gives the strict increase.

The energy formula is a definition. Its derivation from filled Fermi spheres is not in the file, nor is the relation of a to the density. The model has no interactions, temperature or orbital response to the field, and the exponent 5/3 belongs to a nonrelativistic gas in three dimensions. With exchange included, the energy need not be convex in z, and uniqueness can fail.

## How the proof follows the derivation

`kinetic_gt_tangent` first proves the polynomial inequality `poly` for u and v. There `positivity` handles the second factor of the factorisation, and `nlinarith` receives the product of the two positive factors. The statement `key` then rewrites the fractional powers of x and y as integer powers of their cube roots.

`energy_gt_tangent` adds the bounds for the two spin species and multiplies by a. `equilibrium_iff_of_variational` turns the sufficient condition into a statement about every candidate y: y is an equilibrium exactly when y = z. `restoringField_endpoints` evaluates m at ±1.

In `equilibrium_iff_balance`, the intermediate value theorem `intermediate_value_Icc` supplies a balanced polarisation, and uniqueness identifies it with the given equilibrium. `equilibrium_mono` passes the two energy comparisons to `nlinarith` together with the product (h₂ − h₁)(z₁ − z₂), which would be positive if the order were reversed. It does not need a > 0, since the kinetic terms cancel whatever their sign. `equilibrium_strictMono` excludes equality by applying balance at both fields.

In `zeeman_polarisation`, `up` and `down` are the two endpoint cases, and `ex` combines them with the intermediate one. The command `choose` collects the minimisers for the separate fields into the function `ζ`. Monotonicity then comes from `equilibrium_mono`, and the saturation criterion from `up` in one direction and from `down` and the balance of fields in the other.
